# The Q-branch line strength of a parallel band and the sum rule \(P+Q+R=2J+1\)

Take a molecule with total angular momentum \(J=\tfrac12\), whose projection on the molecular axis is \(\Omega=\tfrac12\). The projection \(M\) on a space-fixed axis is \(-\tfrac12\) or \(+\tfrac12\). Let \(\theta\) be the angle between the two axes. The element of \(\cos\theta\) that leaves the rotational state unchanged is \(M\Omega/(J(J+1))\), here \(\mp\tfrac13\). Squaring, adding over \(M\) and multiplying by three gives

\[
3\left(\tfrac19+\tfrac19\right)=\tfrac23 .
\]

For absorption from this level, this is the strength of the Q line, in which \(J\) doesn't change. No level lies below \(J=\tfrac12\), so the P line (\(J\to J-1\)) has strength 0. The R line (\(J\to J+1\)) has strength \(\tfrac43\), and the total is \(2=2J+1\). At \(J=\tfrac32\), with the same \(\Omega\), the Q strength has dropped to \(\tfrac4{15}\).

Given the symmetric-top matrix elements of \(\cos\theta\), the three strengths add up to \(2J+1\) for every positive integer or half-integer \(J\), and for \(\Omega\ne0\) the Q strength falls as \(J\) grows. In simulated absorption spectra of a parallel band (\(\Delta\Omega=0\)), these strengths divide the absorption from each level \(J,\Omega\) among the three branches, apart from factors that depend on the line frequency. This holds for a symmetric top or diatomic with well-defined \(\Omega\) and a transition moment that doesn't depend on rotation.

## Levels, projections and matrix elements

```lean
import Mathlib

open Finset

namespace ParallelBandLineStrengths

noncomputable section
```

The file loads the Mathlib library and opens the notation for finite sums.

```lean
/-- The angular momentum quantum number `J = n/2`, integer or half-integer. -/
def angJ (n : ℕ) : ℝ := n / 2
```

A natural number \(n\) labels the level, and \(J=n/2\) is a real number. Even \(n\) gives integer \(J\), odd \(n\) half-integer \(J\).

```lean
/-- The space-fixed projection `M = -J + k` on the ladder of `J = n/2`, for `k = 0, ..., n`. -/
def projM (n k : ℕ) : ℝ := k - n / 2
```

The projections are \(M=k-n/2=k-J\). As \(k\) runs from 0 to \(n\), \(M\) runs from \(-J\) to \(J\) in unit steps. A sum over `range (n + 1)` is exactly this sum over \(M\).

```lean
/-- Squared element of `cos θ` between `|J Ω M⟩` and itself, for `J > 0`. -/
def cosSqQ (J Ω M : ℝ) : ℝ := (M * Ω / (J * (J + 1))) ^ 2
```

This is the squared Q element,

\[
\left(\frac{M\Omega}{J(J+1)}\right)^2 .
\]

Here \(\Omega\) is any real number. The physical values satisfy \(|\Omega|\le J\) with \(J-\Omega\) an integer; for a symmetric top, \(\Omega\) is usually written \(K\).

```lean
/-- Squared element of `cos θ` between `|J Ω M⟩` and `|J+1 Ω M⟩`, for `J ≥ 0`. -/
def cosSqR (J Ω M : ℝ) : ℝ :=
  ((J + 1) ^ 2 - Ω ^ 2) * ((J + 1) ^ 2 - M ^ 2) / ((J + 1) ^ 2 * (2 * J + 1) * (2 * J + 3))
```

For \(J\to J+1\) the squared element is

\[
\frac{((J+1)^2-\Omega^2)((J+1)^2-M^2)}{(J+1)^2(2J+1)(2J+3)} .
\]

```lean
/-- Squared element of `cos θ` between `|J Ω M⟩` and `|J-1 Ω M⟩`, for `J ≥ 1`. -/
def cosSqP (J Ω M : ℝ) : ℝ :=
  (J ^ 2 - Ω ^ 2) * (J ^ 2 - M ^ 2) / (J ^ 2 * (2 * J - 1) * (2 * J + 1))
```

For \(J\to J-1\) it is

\[
\frac{(J^2-\Omega^2)(J^2-M^2)}{J^2(2J-1)(2J+1)} .
\]

These three expressions stand for the squares of angular integrals over symmetric-top wavefunctions. They enter as definitions; the integrals themselves are not evaluated.

```lean
/-- Line strength of the P branch of a parallel band, for `J > 0`. -/
def pLine (J Ω : ℝ) : ℝ := (J ^ 2 - Ω ^ 2) / J
```

The P line strength is \(S_P=(J^2-\Omega^2)/J\).

```lean
/-- Line strength of the Q branch of a parallel band, for `J > 0`. -/
def qLine (J Ω : ℝ) : ℝ := Ω ^ 2 * (2 * J + 1) / (J * (J + 1))
```

The Q line strength is \(S_Q=\Omega^2(2J+1)/(J(J+1))\).

```lean
/-- Line strength of the R branch of a parallel band, for `J ≥ 0`. -/
def rLine (J Ω : ℝ) : ℝ := ((J + 1) ^ 2 - Ω ^ 2) / (J + 1)
```

The R line strength is \(S_R=((J+1)^2-\Omega^2)/(J+1)\). All three are defined independently of the matrix elements, so their agreement with the \(M\) sums has to be proved. The factor three in those sums accounts for the three space-fixed directions, which contribute equally once all \(M\) are included.

## Summing over the projections

```lean
/-- The squares of the projections `M = -J, ..., J` add up to `J(J+1)(2J+1)/3`. -/
theorem sum_projM_sq (n : ℕ) :
    ∑ k ∈ range (n + 1), projM n k ^ 2 = angJ n * (angJ n + 1) * (2 * angJ n + 1) / 3 := by
  -- a sum of squares with an arbitrary shift, by induction on its length
  have shifted : ∀ (a : ℝ) (m : ℕ), ∑ k ∈ range (m + 1), ((k : ℝ) - a) ^ 2 =
      m * (m + 1) * (2 * m + 1) / 6 - a * m * (m + 1) + (m + 1) * a ^ 2 := by
    intro a m
    induction m with
    | zero => simp
    | succ m ih =>
      rw [sum_range_succ, ih]
      push_cast
      ring
  unfold projM angJ
  rw [shifted]
  ring
```

In ordinary notation,

\[
\sum_{M=-J}^{J}M^2=\frac{J(J+1)(2J+1)}3 .
\]

The proof first treats a sum with an arbitrary shift \(a\):

\[
\sum_{k=0}^{m}(k-a)^2=\frac{m(m+1)(2m+1)}6-a\,m(m+1)+(m+1)a^2 .
\]

For \(m=0\) both sides are \(a^2\). Passing from \(m\) to \(m+1\) adds \((m+1)^2-2a(m+1)+a^2=(m+1-a)^2\) on the right, which is the new term on the left. In Lean, `induction` sets up these two cases, `sum_range_succ` splits off the last term, and `ring` checks the polynomial identity. Putting \(m=2J\) and \(a=J\) gives

\[
(2J+1)\left[\frac{J(4J+1)}3-J^2\right]=\frac{J(J+1)(2J+1)}3 .
\]

```lean
/-- The sum of `a² - M²` over the `2J+1` projections `M`. -/
theorem sum_sq_sub_projM_sq (n : ℕ) (a : ℝ) :
    ∑ k ∈ range (n + 1), (a ^ 2 - projM n k ^ 2) =
      (2 * angJ n + 1) * (a ^ 2 - angJ n * (angJ n + 1) / 3) := by
  rw [sum_sub_distrib, sum_projM_sq, sum_const, card_range, nsmul_eq_mul]
  push_cast
  unfold angJ
  ring
```

There are \(2J+1\) projections, so for any real \(a\)

\[
\sum_M(a^2-M^2)=(2J+1)\left[a^2-\frac{J(J+1)}3\right].
\]

Lean splits the sum in two, counts the constant terms and inserts the previous result.

```lean
/-- For `J > 0`, three times the `M` sum of the squared Q elements, multiplied by `J(J+1)`,
is `Ω²(2J+1)`. -/
theorem sum_cosSqQ (n : ℕ) (hn : 0 < n) (Ω : ℝ) :
    angJ n * (angJ n + 1) * (3 * ∑ k ∈ range (n + 1), cosSqQ (angJ n) Ω (projM n k)) =
      Ω ^ 2 * (2 * angJ n + 1) := by
  have hJ : 0 < angJ n := by unfold angJ; positivity
  have h1 : angJ n + 1 ≠ 0 := by positivity
  have hs : ∑ k ∈ range (n + 1), cosSqQ (angJ n) Ω (projM n k) =
      (Ω / (angJ n * (angJ n + 1))) ^ 2 * ∑ k ∈ range (n + 1), projM n k ^ 2 := by
    rw [mul_sum]
    refine sum_congr rfl fun k _ => ?_
    unfold cosSqQ
    ring
  rw [hs, sum_projM_sq]
  field_simp
```

The hypothesis `0 < n` means \(J>0\). Only \(M^2\) varies in the Q sum, so

\[
3\sum_M\left(\frac{M\Omega}{J(J+1)}\right)^2
=\frac{3\Omega^2}{J^2(J+1)^2}\,\frac{J(J+1)(2J+1)}3
=\frac{\Omega^2(2J+1)}{J(J+1)} .
\]

The theorem states this multiplied through by \(J(J+1)\). The step `hs` takes the constant factor out of the sum, and `field_simp` cancels the nonzero denominators.

```lean
/-- Three times the `M` sum of the squared R elements is the R line strength. -/
theorem sum_cosSqR (n : ℕ) (Ω : ℝ) :
    3 * ∑ k ∈ range (n + 1), cosSqR (angJ n) Ω (projM n k) = rLine (angJ n) Ω := by
  have hJ : 0 ≤ angJ n := by unfold angJ; positivity
  have h1 : angJ n + 1 ≠ 0 := by positivity
  have h2 : 2 * angJ n + 1 ≠ 0 := by positivity
  have h3 : 2 * angJ n + 3 ≠ 0 := by positivity
  have hs : ∑ k ∈ range (n + 1), cosSqR (angJ n) Ω (projM n k) =
      ((angJ n + 1) ^ 2 - Ω ^ 2) / ((angJ n + 1) ^ 2 * (2 * angJ n + 1) * (2 * angJ n + 3)) *
        ∑ k ∈ range (n + 1), ((angJ n + 1) ^ 2 - projM n k ^ 2) := by
    rw [mul_sum]
    refine sum_congr rfl fun k _ => ?_
    unfold cosSqR
    ring
  have hf : (angJ n + 1) ^ 2 - angJ n * (angJ n + 1) / 3 =
      (angJ n + 1) * (2 * angJ n + 3) / 3 := by ring
  rw [hs, sum_sq_sub_projM_sq, hf, rLine]
  field_simp
```

For the R branch, set \(a=J+1\) in the sum of \(a^2-M^2\). The bracket becomes

\[
(J+1)^2-\frac{J(J+1)}3=\frac{(J+1)(2J+3)}3 ,
\]

which is `hf` in the proof. Hence

\[
3\,\frac{(J+1)^2-\Omega^2}{(J+1)^2(2J+1)(2J+3)}\,(2J+1)\frac{(J+1)(2J+3)}3
=\frac{(J+1)^2-\Omega^2}{J+1}=S_R .
\]

This holds for every \(n\), including \(J=0\).

```lean
/-- For `J ≥ 1`, three times the `M` sum of the squared P elements is the P line strength. -/
theorem sum_cosSqP (n : ℕ) (hn : 2 ≤ n) (Ω : ℝ) :
    3 * ∑ k ∈ range (n + 1), cosSqP (angJ n) Ω (projM n k) = pLine (angJ n) Ω := by
  have hJ : 1 ≤ angJ n := by
    have h : (2 : ℝ) ≤ n := by exact_mod_cast hn
    unfold angJ
    linarith
  have h1 : angJ n ≠ 0 := by linarith
  have h2 : 2 * angJ n + 1 ≠ 0 := by linarith
  have h3 : 2 * angJ n - 1 ≠ 0 := by linarith
  have hs : ∑ k ∈ range (n + 1), cosSqP (angJ n) Ω (projM n k) =
      (angJ n ^ 2 - Ω ^ 2) / (angJ n ^ 2 * (2 * angJ n - 1) * (2 * angJ n + 1)) *
        ∑ k ∈ range (n + 1), (angJ n ^ 2 - projM n k ^ 2) := by
    rw [mul_sum]
    refine sum_congr rfl fun k _ => ?_
    unfold cosSqP
    ring
  have hf : angJ n ^ 2 - angJ n * (angJ n + 1) / 3 = angJ n * (2 * angJ n - 1) / 3 := by ring
  rw [hs, sum_sq_sub_projM_sq, hf, pLine]
  field_simp
  -- the remaining common factor `2J - 1` is nonzero because `J ≥ 1`
  have h4 : angJ n * 2 - 1 ≠ 0 := by linarith
  exact mul_div_cancel_right₀ _ h4
```

For the P branch, set \(a=J\). Now

\[
J^2-\frac{J(J+1)}3=\frac{J(2J-1)}3 ,
\]

and therefore

\[
3\,\frac{J^2-\Omega^2}{J^2(2J-1)(2J+1)}\,(2J+1)\frac{J(2J-1)}3=\frac{J^2-\Omega^2}J=S_P .
\]

The cancelled factor \(2J-1\) is zero at \(J=\tfrac12\), where there is no level \(J-1\) to reach. The hypothesis `2 ≤ n`, that is \(J\ge1\), keeps this case out.

## Where the strengths fall and vanish

```lean
/-- For `Ω ≠ 0` the Q line strength strictly decreases with `J > 0`. -/
theorem qLine_strictAnti {Ω a b : ℝ} (hΩ : Ω ≠ 0) (ha : 0 < a) (hab : a < b) :
    qLine b Ω < qLine a Ω := by
  have hb : 0 < b := ha.trans hab
  have hpos : 0 < Ω ^ 2 * (2 * a * b + a + b + 1) := by positivity
  -- the cross-multiplied difference carries the factor `b - a`
  have key := mul_pos hpos (sub_pos.2 hab)
  unfold qLine
  rw [div_lt_div_iff₀ (by positivity) (by positivity)]
  linarith
```

Let \(0<a<b\) be two real values of \(J\), and let \(\Omega\ne0\). Subtracting the Q strengths gives

\[
S_Q(a)-S_Q(b)=\Omega^2\,\frac{(2a+1)b(b+1)-(2b+1)a(a+1)}{a(a+1)\,b(b+1)} .
\]

The numerator of the fraction expands to

\[
2ab(b-a)+(b^2-a^2)+(b-a)=(b-a)(2ab+a+b+1)>0 ,
\]

so the strength at \(b\) is the smaller one. Lean cross-multiplies the inequality with `div_lt_div_iff₀`; `key` records that the factored difference is positive, and `linarith` finishes. This concerns the line strength alone: an observed intensity also depends on the level populations.

```lean
/-- For `J > 0` the P line strength vanishes exactly when `|Ω| = J`. -/
theorem pLine_eq_zero_iff {J Ω : ℝ} (hJ : 0 < J) : pLine J Ω = 0 ↔ |Ω| = J := by
  rw [pLine, div_eq_zero_iff, or_iff_left hJ.ne', sub_eq_zero, eq_comm,
    sq_eq_sq_iff_abs_eq_abs, abs_of_pos hJ]
```

For \(J>0\), the fraction \((J^2-\Omega^2)/J\) is zero exactly when \(\Omega^2=J^2\), that is, when \(|\Omega|=J\). Physically this is the lowest level for the given \(\Omega\), as in the opening example.

## The Q branch and the total strength

```lean
/-- For `J = n/2 > 0`, three times the `M` sum of `(MΩ/(J(J+1)))²` is the Q line strength; it
vanishes exactly when `Ω = 0`, otherwise strictly decreases along the ladder of `J`, and the
P, Q and R strengths add up to `2J+1`. -/
theorem q_branch_line_strength (n : ℕ) (hn : 0 < n) (Ω : ℝ) :
    3 * ∑ k ∈ range (n + 1), cosSqQ (angJ n) Ω (projM n k) = qLine (angJ n) Ω ∧
    (qLine (angJ n) Ω = 0 ↔ Ω = 0) ∧
    (Ω ≠ 0 → ∀ m, n < m → qLine (angJ m) Ω < qLine (angJ n) Ω) ∧
    pLine (angJ n) Ω + qLine (angJ n) Ω + rLine (angJ n) Ω = 2 * angJ n + 1 := by
  have hJ : 0 < angJ n := by unfold angJ; positivity
  have h1 : angJ n + 1 ≠ 0 := by positivity
  refine ⟨?_, ⟨fun h => ?_, fun h => ?_⟩, fun hΩ m hm => ?_, ?_⟩
  · rw [qLine, eq_div_iff (by positivity)]
    linear_combination sum_cosSqQ n hn Ω
  · by_contra hne
    have hΩ : Ω ≠ 0 := hne
    have hq : 0 < qLine (angJ n) Ω := by unfold qLine; positivity
    exact hq.ne' h
  · simp [qLine, h]
  · refine qLine_strictAnti hΩ hJ ?_
    have h : (n : ℝ) < m := by exact_mod_cast hm
    unfold angJ
    linarith
  · unfold pLine qLine rLine
    field_simp
    ring
```

The symbol `∧` joins four statements, all for \(J=n/2>0\) and real \(\Omega\).

1. Three times the \(M\) sum of the squared Q elements is \(S_Q\). This is the earlier Q sum divided by \(J(J+1)\); `linear_combination` makes the connection.

2. \(S_Q=0\) exactly when \(\Omega=0\). If \(\Omega\ne0\), every factor of \(S_Q\) is positive; if \(\Omega=0\), the numerator is zero. A band with \(\Omega=0\) in both states thus has no Q branch in this model.

3. If \(\Omega\ne0\), every larger level label \(m>n\) has a smaller Q strength. The physical levels of one \(\Omega\) lie a whole unit of \(J\) apart and are included. The proof applies the comparison of \(a\) and \(b\) with \(a=n/2\) and \(b=m/2\).

4. The strengths satisfy \(S_P+S_Q+S_R=2J+1\). Indeed,

\[
S_P+S_R=J+(J+1)-\Omega^2\left(\frac1J+\frac1{J+1}\right)
=2J+1-\frac{\Omega^2(2J+1)}{J(J+1)} ,
\]

and the last term is exactly what \(S_Q\) restores. Lean clears denominators with `field_simp` and compares polynomials with `ring`.

```lean
/-- For `J ≥ 1`, three times the `M` sum of all squared P, Q and R elements of `cos θ`
is `2J+1`. -/
theorem sum_all_branches (n : ℕ) (hn : 2 ≤ n) (Ω : ℝ) :
    3 * ∑ k ∈ range (n + 1), (cosSqP (angJ n) Ω (projM n k) + cosSqQ (angJ n) Ω (projM n k) +
      cosSqR (angJ n) Ω (projM n k)) = 2 * angJ n + 1 := by
  obtain ⟨hQ, -, -, hsum⟩ := q_branch_line_strength n (by omega) Ω
  rw [sum_add_distrib, sum_add_distrib]
  linear_combination sum_cosSqP n hn Ω + hQ + sum_cosSqR n Ω + hsum

end

end ParallelBandLineStrengths
```

The last theorem states the sum rule for the matrix elements themselves. For \(J\ge1\), adding the squared P, Q and R elements, summing over \(M\) and multiplying by three gives \(2J+1\), whatever the value of \(\Omega\). The proof splits the sum into its three branches, replaces them by \(S_P\), \(S_Q\) and \(S_R\), and uses the fourth statement above.

```lean
#print axioms ParallelBandLineStrengths.pLine_eq_zero_iff
#print axioms ParallelBandLineStrengths.q_branch_line_strength
#print axioms ParallelBandLineStrengths.sum_all_branches
```

```
'ParallelBandLineStrengths.pLine_eq_zero_iff' depends on axioms: [propext, Classical.choice, Quot.sound]
'ParallelBandLineStrengths.q_branch_line_strength' depends on axioms: [propext, Classical.choice, Quot.sound]
'ParallelBandLineStrengths.sum_all_branches' depends on axioms: [propext, Classical.choice, Quot.sound]
```
